# A rank bound on total scattering for transition matrices obeying the optical theorem

How strongly can a lossless target scatter if its transition matrix $T$ has a given rank? Flux conservation can be imposed on the scattering matrix $S$ or on $T$; here it is a hypothesis on $T$,

$$T^\dagger T=i(T^\dagger-T).$$

The entry $T_{ab}$ is the amplitude from incoming channel $b$ to outgoing channel $a$. The diagonal entries of the relation say that the flux scattered from a wave incident in channel $b$, into all channels including $b$ itself, is paid for by forward interference, $\sum_a|T_{ab}|^2=2\,\mathrm{Im}\,T_{bb}$.

The finite type `n` labels the channels, and `Tᴴ` is $T^\dagger$.

```lean
import Mathlib

open Matrix

namespace TotalScatteringRankBound

variable {n : Type*} [Fintype n] [DecidableEq n]
```

The hypothesis becomes a predicate on square complex matrices.

```lean
/-- The optical theorem in matrix form, `Tᴴ T = i (Tᴴ - T)`. -/
def OpticalTheorem (T : Matrix n n ℂ) : Prop :=
  Tᴴ * T = Complex.I • (Tᴴ - T)
```

Total scattering is the real number $\Sigma(T)=\sum_{a,b}|T_{ab}|^2$. It is not yet a cross section, which carries kinematic factors as well.

```lean
/-- The total scattering: the sum of `|T_ab|²` over all pairs of channels. -/
noncomputable def totalScattering (T : Matrix n n ℂ) : ℝ :=
  ∑ a, ∑ b, ‖T a b‖ ^ 2
```

An orthogonal projector satisfies $P^\dagger=P$ and $P^2=P$.

```lean
/-- An orthogonal projector: a Hermitian idempotent matrix. -/
def IsOrthProjector (P : Matrix n n ℂ) : Prop :=
  Pᴴ = P ∧ P * P = P
```

That a given Hamiltonian yields such a $T$, on finitely many flux-normalised open channels at fixed energy, has to come from scattering theory.

## (a) The scattering matrix

With $S=1+iT$, show that

$$S^\dagger S=1\iff T^\dagger T=i(T^\dagger-T).$$

Since $S^\dagger=1-iT^\dagger$, multiplying out gives $S^\dagger S=1+T^\dagger T-i(T^\dagger-T)$. This is $1$ exactly when the last two terms cancel. In Lean the expansion is `key`.

The convention fixes the constants below: a single channel with phase shift $\delta$ has $S=e^{2i\delta}$ and $T=2e^{i\delta}\sin\delta$. Texts that write $S=1+2iT$ have a $T$ half as large.

```lean
/-- The optical theorem for `T` is equivalent to `Sᴴ S = 1` for the scattering matrix
`S = 1 + i T`. -/
theorem unitary_iff_opticalTheorem (T : Matrix n n ℂ) :
    (1 + Complex.I • T)ᴴ * (1 + Complex.I • T) = 1 ↔ OpticalTheorem T := by
  have hs : star Complex.I = -Complex.I := Complex.ext (by simp) (by simp)
  have hI : (Complex.I * Complex.I) • (Tᴴ * T) = (-1 : ℂ) • (Tᴴ * T) := by
    rw [Complex.I_mul_I]
  have key : (1 + Complex.I • T)ᴴ * (1 + Complex.I • T)
      = 1 + (Tᴴ * T - Complex.I • (Tᴴ - T)) := by
    rw [conjTranspose_add, conjTranspose_one, conjTranspose_smul, hs]
    simp only [add_mul, mul_add, one_mul, mul_one, Matrix.smul_mul, Matrix.mul_smul]
    linear_combination (norm := module) (-1 : ℂ) • hI
  unfold OpticalTheorem
  rw [key, add_eq_left, sub_eq_zero]
```

## (b) Total scattering as a trace

Show that

$$\mathrm{Tr}(T^\dagger T)=\Sigma(T).$$

The diagonal entry $(T^\dagger T)_{bb}$ is $\sum_a\overline{T_{ab}}\,T_{ab}=\sum_a|T_{ab}|^2$; sum over $b$. Lean exchanges the two sums and regards the real $\Sigma(T)$ as a complex number.

```lean
omit [DecidableEq n] in
/-- The total scattering is the trace of `Tᴴ T`. -/
theorem trace_eq_totalScattering (T : Matrix n n ℂ) :
    (Tᴴ * T).trace = (totalScattering T : ℂ) := by
  simp only [Matrix.trace, Matrix.diag_apply, Matrix.mul_apply, conjTranspose_apply,
    totalScattering]
  rw [Finset.sum_comm]
  push_cast
  exact Finset.sum_congr rfl fun a _ => Finset.sum_congr rfl fun b _ =>
    Complex.conj_mul' (T a b)
```

## (c) A projector onto the scattered waves

For any square $T$, find an orthogonal projector $P$ with

$$PT=T,\qquad \mathrm{Tr}\,P=\mathrm{rank}\,T.$$

Let the columns $q_k$ of $Q$ be an orthonormal basis of the range of $T$, so $Q^\dagger Q=1$. Put $P=QQ^\dagger$. Then $P^\dagger=P$ and $P^2=Q(Q^\dagger Q)Q^\dagger=P$. Each column $t_j$ of $T$ lies in the range, so $t_j=\sum_k q_k(q_k^\dagger t_j)$, which is $PT=T$. Finally $\mathrm{Tr}\,QQ^\dagger=\mathrm{Tr}\,Q^\dagger Q=\mathrm{rank}\,T$.

Lean moves the range into `EuclideanSpace`, where the usual inner product lives. The facts `hQ` and `hQT` are orthonormality and the column expansion.

```lean
/-- For every square matrix `T` there is an orthogonal projector `P` that leaves the scattered waves
`T v` unchanged, `P T = T`, and whose trace is the rank of `T`. -/
theorem exists_rangeProjector (T : Matrix n n ℂ) :
    ∃ P, IsOrthProjector P ∧ P * T = T ∧ P.trace = (T.rank : ℂ) := by
  let K : Submodule ℂ (EuclideanSpace ℂ n) :=
    (LinearMap.range T.mulVecLin).map (WithLp.linearEquiv 2 ℂ (n → ℂ)).symm.toLinearMap
  have hK : Module.finrank ℂ K = T.rank := LinearEquiv.finrank_map_eq _ _
  obtain ⟨b⟩ : Nonempty (OrthonormalBasis (Fin (Module.finrank ℂ K)) ℂ K) :=
    ⟨stdOrthonormalBasis ℂ K⟩
  -- the columns of `Q` are an orthonormal basis of the range of `T`
  let Q : Matrix n (Fin (Module.finrank ℂ K)) ℂ :=
    Matrix.of fun i k => (b k : EuclideanSpace ℂ n).ofLp i
  have hQ : Qᴴ * Q = 1 := by
    ext k l
    have h := orthonormal_iff_ite.mp b.orthonormal k l
    rw [Submodule.coe_inner, PiLp.inner_apply] at h
    rw [Matrix.one_apply, ← h, Matrix.mul_apply]
    exact Finset.sum_congr rfl fun i _ => by simp [Q, mul_comm]
  have hQT : Q * (Qᴴ * T) = T := by
    ext i j
    have hmem : WithLp.toLp 2 (fun l => T l j) ∈ K :=
      ⟨T *ᵥ Pi.single j 1, ⟨_, rfl⟩, by ext l; simp⟩
    have hs := congrArg (fun v : K => (v : EuclideanSpace ℂ n).ofLp i)
      (b.sum_repr' ⟨_, hmem⟩)
    simp only [Submodule.coe_sum, Submodule.coe_smul, WithLp.ofLp_sum, WithLp.ofLp_smul,
      Finset.sum_apply, Pi.smul_apply, smul_eq_mul] at hs
    rw [Matrix.mul_apply]
    refine Eq.trans (Finset.sum_congr rfl fun k _ => ?_) hs
    rw [mul_comm]
    congr 1
    rw [Submodule.coe_inner, PiLp.inner_apply, Matrix.mul_apply]
    exact Finset.sum_congr rfl fun l _ => by simp [Q, mul_comm]
  refine ⟨Q * Qᴴ, ⟨by rw [conjTranspose_mul, conjTranspose_conjTranspose], ?_⟩, ?_, ?_⟩
  · calc Q * Qᴴ * (Q * Qᴴ) = Q * (Qᴴ * Q) * Qᴴ := by simp only [Matrix.mul_assoc]
      _ = Q * Qᴴ := by rw [hQ, Matrix.mul_one]
  · rw [Matrix.mul_assoc, hQT]
  · rw [Matrix.trace_mul_comm, hQ, Matrix.trace_one, Fintype.card_fin, hK]
```

## (d) Trace and rank

Let $P$, $T$, $X$ be square matrices with $PT=T$ and $P=TX$. Show that

$$\mathrm{Tr}\,P=\mathrm{rank}\,T.$$

For every vector $x$, $Px=T(Xx)$ lies in the range of $T$, and $P(Tx)=Tx$. So $P$ is a projection onto that range, possibly oblique. In a basis adapted to its range and kernel it is diagonal, with $\mathrm{rank}\,T$ ones and otherwise zeros. Lean records the two properties as `LinearMap.IsProj` and uses Mathlib's trace formula for projections.

```lean
/-- If `P` acts as the identity on the range of `T` and maps into that range, then the trace
of `P` is the rank of `T`. -/
theorem trace_eq_rank {P T X : Matrix n n ℂ} (hPT : P * T = T) (hX : P = T * X) :
    P.trace = (T.rank : ℂ) := by
  have hproj : LinearMap.IsProj (LinearMap.range T.mulVecLin) (Matrix.toLin' P) := by
    constructor
    · intro x
      refine ⟨X *ᵥ x, ?_⟩
      rw [Matrix.toLin'_apply, Matrix.mulVecLin_apply, Matrix.mulVec_mulVec, hX]
    · rintro _ ⟨x, rfl⟩
      rw [Matrix.toLin'_apply, Matrix.mulVecLin_apply, Matrix.mulVec_mulVec, hPT]
  have ht := hproj.trace
  rw [LinearMap.trace_eq_matrix_trace ℂ (Pi.basisFun ℂ n),
    LinearMap.toMatrix_eq_toMatrix', LinearMap.toMatrix'_toLin'] at ht
  exact ht
```

## (e) The gap as a sum of squares

Let $T$ obey the optical theorem and let $P$ be an orthogonal projector with the properties in (c). Show that

$$4\,\mathrm{rank}\,T-\Sigma(T)=\Sigma(T-2iP).$$

The adjoint of $PT=T$ is $T^\dagger P=T^\dagger$. Hence

$$\begin{aligned}(T-2iP)^\dagger(T-2iP)&=(T^\dagger+2iP)(T-2iP)\\&=T^\dagger T-2i(T^\dagger-T)+4P\\&=4P-T^\dagger T,\end{aligned}$$

where the last line uses the optical theorem. Take traces and apply (b).

The sign in $(2iP)^\dagger=-2iP$ is easily lost. The linear terms then combine to $T^\dagger+T$, to which the optical theorem does not apply.

Lean's `key` is this matrix identity, with the optical theorem entering as twice `h'`.

```lean
/-- Let `T` obey the optical theorem and let `P` be an orthogonal projector with `P T = T` and trace
`rank T`. Then the gap `4 rank T - totalScattering T` is the sum of the squared moduli of the
entries of `T - 2i P`. -/
theorem scattering_deficit {T P : Matrix n n ℂ} (h : OpticalTheorem T)
    (hP : IsOrthProjector P) (hPT : P * T = T) (hr : P.trace = (T.rank : ℂ)) :
    4 * (T.rank : ℝ) - totalScattering T = totalScattering (T - (2 * Complex.I) • P) := by
  have hTP : Tᴴ * P = Tᴴ := by
    have h1 := congrArg conjTranspose hPT
    rwa [conjTranspose_mul, hP.1] at h1
  have hs : star (2 * Complex.I) = -(2 * Complex.I) := Complex.ext (by simp) (by simp)
  have hc : 2 * Complex.I * (2 * Complex.I) = -4 := by
    linear_combination 4 * Complex.I_mul_I
  have h' : Tᴴ * T = Complex.I • (Tᴴ - T) := h
  -- the matrix identity behind the bound
  have key : (T - (2 * Complex.I) • P)ᴴ * (T - (2 * Complex.I) • P)
      = (4 : ℂ) • P - Tᴴ * T := by
    rw [conjTranspose_sub, conjTranspose_smul, hP.1, hs, neg_smul, sub_neg_eq_add]
    simp only [add_mul, mul_sub, Matrix.mul_smul, Matrix.smul_mul, hTP, hPT, hP.2,
      smul_smul, hc]
    linear_combination (norm := module) (2 : ℂ) • h'
  apply Complex.ofReal_injective
  push_cast
  rw [← trace_eq_totalScattering T, ← trace_eq_totalScattering (T - (2 * Complex.I) • P),
    key, Matrix.trace_sub, Matrix.trace_smul, hr, smul_eq_mul]
```

## (f) Projectors saturate

For every orthogonal projector $P$, show that $T=2iP$ obeys the optical theorem and that

$$\Sigma(2iP)=4\,\mathrm{rank}(2iP).$$

Both sides of the optical theorem equal $4P$. Moreover $PT=T$ and $P=T\cdot(2i)^{-1}1$, so (d) gives $\mathrm{Tr}\,P=\mathrm{rank}\,T$. Now (e) applies, and its right-hand side is $\Sigma(0)=0$. Lean takes the same route.

```lean
/-- For every orthogonal projector `P`, the matrix `T = 2i P` obeys the optical theorem and
its total scattering equals `4 rank T`. -/
theorem projector_attains {P : Matrix n n ℂ} (hP : IsOrthProjector P) :
    OpticalTheorem ((2 * Complex.I) • P) ∧
      totalScattering ((2 * Complex.I) • P) = 4 * (((2 * Complex.I) • P).rank : ℝ) := by
  have hs : star (2 * Complex.I) = -(2 * Complex.I) := Complex.ext (by simp) (by simp)
  have hopt : OpticalTheorem ((2 * Complex.I) • P) := by
    unfold OpticalTheorem
    rw [conjTranspose_smul, hP.1, hs, Matrix.smul_mul, Matrix.mul_smul, hP.2]
    module
  have hPT : P * ((2 * Complex.I) • P) = (2 * Complex.I) • P := by
    rw [Matrix.mul_smul, hP.2]
  have hne : 2 * Complex.I ≠ 0 := mul_ne_zero two_ne_zero Complex.I_ne_zero
  have hX : P = ((2 * Complex.I) • P) * ((2 * Complex.I)⁻¹ • (1 : Matrix n n ℂ)) := by
    rw [Matrix.smul_mul, Matrix.mul_smul, Matrix.mul_one, smul_smul, mul_inv_cancel₀ hne,
      one_smul]
  have hd := scattering_deficit hopt hP hPT (trace_eq_rank hPT hX)
  have h0 : totalScattering (0 : Matrix n n ℂ) = 0 := by simp [totalScattering]
  rw [sub_self, h0] at hd
  exact ⟨hopt, by linarith⟩
```

## (g) The bound and its equality case

For $T$ obeying the optical theorem, show that

$$\Sigma(T)\le4\,\mathrm{rank}\,T,$$

with equality if and only if $T=2iP$ for some orthogonal projector $P$.

Take $P$ from (c). The gap in (e) is a sum of squares, hence non-negative. If it vanishes, every entry of $T-2iP$ vanishes, so $T=2iP$. The converse is (f). The two uses of `Finset.sum_eq_zero_iff_of_nonneg` pass from the vanishing double sum to single entries.

```lean
/-- Rank bound on total scattering: if `T` obeys the optical theorem, its total scattering is
at most `4 rank T`, with equality if and only if `T = 2i P` for an orthogonal projector `P`. -/
theorem totalScattering_le_four_rank {T : Matrix n n ℂ} (h : OpticalTheorem T) :
    totalScattering T ≤ 4 * (T.rank : ℝ) ∧
      (totalScattering T = 4 * (T.rank : ℝ) ↔
        ∃ P, IsOrthProjector P ∧ T = (2 * Complex.I) • P) := by
  obtain ⟨P, hP, hPT, hr⟩ := exists_rangeProjector T
  have hd := scattering_deficit h hP hPT hr
  refine ⟨?_, fun heq => ⟨P, hP, ?_⟩, ?_⟩
  · have h0 : 0 ≤ totalScattering (T - (2 * Complex.I) • P) :=
      Finset.sum_nonneg fun a _ => Finset.sum_nonneg fun b _ => sq_nonneg _
    linarith
  · -- a vanishing gap forces every entry of `T - 2i P` to vanish
    have h0 : totalScattering (T - (2 * Complex.I) • P) = 0 := by linarith
    unfold totalScattering at h0
    apply sub_eq_zero.mp
    ext a b
    have h1 := (Finset.sum_eq_zero_iff_of_nonneg (fun a _ =>
      Finset.sum_nonneg fun b _ => sq_nonneg _)).mp h0 a (Finset.mem_univ a)
    have h2 := (Finset.sum_eq_zero_iff_of_nonneg (fun b _ => sq_nonneg _)).mp h1 b
      (Finset.mem_univ b)
    exact norm_eq_zero.mp ((pow_eq_zero_iff two_ne_zero).mp h2)
  · rintro ⟨R, hR, rfl⟩
    exact (projector_attains hR).2
```

In a partial-wave calculation for a spherical, lossless potential truncated to $\ell=0,1$, there are four channels $(\ell,m)$ and $T$ is diagonal with entries $2e^{i\delta_\ell}\sin\delta_\ell$. If only $\delta_0$ is non-zero, the rank is at most one and $\Sigma=4\sin^2\delta_0\le4$. With the p-wave active too, $\Sigma=4\sin^2\delta_0+12\sin^2\delta_1\le16$.

## (h) Active eigenchannels at equality

Suppose equality holds in (g), and $Tv=\tau v$ with $v\ne0$ and $\tau\ne0$. Show that

$$\tau=2i.$$

From $T=2iP$ follows $T^2=2iT$. Acting on $v$, which need not be normalised, this gives $\tau^2v=2i\tau v$; cancel $v$ and $\tau$. The eigenvalue of $S$ is then $1+i(2i)=-1$, a phase shift of $\pi/2$ modulo $\pi$: the unitarity limit. Lean's `hTT` is the relation for $T^2$.

```lean
/-- If `T` obeys the optical theorem and its total scattering equals `4 rank T`, then every
eigenchannel with a non-zero eigenvalue has the eigenvalue `2i`. -/
theorem eigenchannel_at_unitarity_limit {T : Matrix n n ℂ} (h : OpticalTheorem T)
    (heq : totalScattering T = 4 * (T.rank : ℝ)) {v : n → ℂ} {τ : ℂ}
    (hv : v ≠ 0) (hτ : τ ≠ 0) (hT : T *ᵥ v = τ • v) : τ = 2 * Complex.I := by
  obtain ⟨P, hP, hTP⟩ := (totalScattering_le_four_rank h).2.mp heq
  have hTT : T * T = (2 * Complex.I) • T := by
    rw [hTP, Matrix.smul_mul, Matrix.mul_smul, hP.2]
  -- apply `T² = 2i T` to the eigenvector
  have h2 := congrArg (fun M : Matrix n n ℂ => M *ᵥ v) hTT
  simp only [← Matrix.mulVec_mulVec, Matrix.smul_mulVec, hT, Matrix.mulVec_smul,
    smul_smul] at h2
  exact mul_right_cancel₀ hτ (smul_left_injective ℂ hv h2)
```

## (i) A two-channel example

Show that

$$T=\begin{pmatrix}i&-i\\ i&i\end{pmatrix}$$

obeys the optical theorem and has $\Sigma(T)=4$.

Direct multiplication gives $T^\dagger T=2\cdot1$, and $T^\dagger-T=-2i\cdot1$, so both sides agree. Four entries of modulus one give $\Sigma=4$. Lean compares the real and imaginary parts entry by entry.

Since $\det T=-2$, the rank is two and the bound is $8$, so this $T$ is not of the form $2iP$. Its $S$ has zero diagonal: each channel is fully converted into the other. The determinant and this reading of $S$ are additions to what the code verifies.

```lean
/-- The two-channel matrix with rows `(i, -i)` and `(i, i)` obeys the optical theorem and has
total scattering `4`. -/
theorem opticalTheorem_witness :
    OpticalTheorem !![Complex.I, -Complex.I; Complex.I, Complex.I] ∧
      totalScattering !![Complex.I, -Complex.I; Complex.I, Complex.I] = 4 := by
  constructor
  · unfold OpticalTheorem
    ext i j
    fin_cases i <;> fin_cases j <;> apply Complex.ext <;>
      simp [Matrix.mul_apply, Fin.sum_univ_two]
  · norm_num [totalScattering, Fin.sum_univ_two]

end TotalScatteringRankBound
```

```lean
#print axioms TotalScatteringRankBound.unitary_iff_opticalTheorem
#print axioms TotalScatteringRankBound.totalScattering_le_four_rank
#print axioms TotalScatteringRankBound.eigenchannel_at_unitarity_limit
```

```
'TotalScatteringRankBound.unitary_iff_opticalTheorem' depends on axioms: [propext, Classical.choice, Quot.sound]
'TotalScatteringRankBound.totalScattering_le_four_rank' depends on axioms: [propext, Classical.choice, Quot.sound]
'TotalScatteringRankBound.eigenchannel_at_unitarity_limit' depends on axioms: [propext, Classical.choice, Quot.sound]
```
